# Non-real energies of a Hermitian two-level problem with overlap diag(1, −s), s > 0, belong to states of zero norm

Take the generalized eigenvalue equation Hv = eSv with H = [[a, c], [c, d]] and S = diag(1, −s), where a, c, d are real and s > 0. I use it as a toy version of an ultrasoft pseudopotential whose overlap operator has lost positivity in one direction. Both matrices are Hermitian, so I expected real energies. For a = d = 0 and c = s = 1, however, my solver returns e = ±i, and when I try to normalize the eigenvectors I divide by zero. If I raise a to 3, the energies are real again. Is this a numerical fault, and if not, where is the border?

## Energies, inner product and overlap norm

An eigenpair is a number e together with a nonzero complex vector v that satisfies Hv = eSv. The components of v are v₀ and v₁, a star denotes complex conjugation, and the inner product is conjugate-linear in its first argument:

⟨w, u⟩ = w₀\* u₀ + w₁\* u₁

The overlap norm of v is the quadratic quantity ⟨v, Sv⟩, without a square root. Here it equals |v₀|² − s|v₁|², so it can be positive, negative or zero. A state is normalized when its overlap norm is 1.

Your solver is right. A non-real energy exists exactly when

|d + as| < 2√s |c|

and each of its eigenvectors has overlap norm zero. Your first example gives 0 < 2, the second 3 > 2.

## Hermiticity alone leaves room for complex energies

Let v and w be eigenvectors with energies e and f. Hermitian matrices can be moved across the inner product, so

e⟨w, Sv⟩ = ⟨w, Hv⟩ = ⟨Hw, v⟩ = f\*⟨Sw, v⟩ = f\*⟨w, Sv⟩

and therefore

(e − f\*)⟨w, Sv⟩ = 0.

With w = v and f = e this becomes (e − e\*)⟨v, Sv⟩ = 0. If S is positive definite, the norm is positive and e must be real. If S is indefinite, there is a second possibility: e is non-real and the norm vanishes. Rescaling does not help, because ⟨zv, S(zv)⟩ = |z|²⟨v, Sv⟩ = 0 for every complex z.

## The threshold from the secular equation

In components the eigenvalue equation reads

(a − e)v₀ + c v₁ = 0
c v₀ + (d + es)v₁ = 0.

Multiply the first line by d + es, the second by c, and subtract. The result is [(a − e)(d + es) − c²]v₀ = 0. Eliminating v₀ instead gives the same factor times v₁. Since v is nonzero, the factor vanishes:

(a − e)(d + es) = c².

Conversely, if e solves this equation, then v = (c, e − a) satisfies both lines. It is the zero vector only if c = 0 and e = a, and in that case (1, 0) is an eigenvector.

Now write e = x + iy with x and y real. The imaginary and real parts of the secular equation are

y(as − d − 2sx) = 0
(a − x)(d + sx) + sy² = c².

For y ≠ 0 the first gives x = (as − d)/(2s). Then a − x = (d + as)/(2s) and d + sx = (d + as)/2, so the second becomes

y² = (4sc² − (d + as)²)/(4s²).

The left side is positive, hence (d + as)² < 4sc², which is the stated inequality after taking square roots. Conversely, if the inequality holds, these formulas define real x and y with y ≠ 0 that solve the secular equation, and an eigenvector exists.

## Beyond the threshold no eigenvector is null

Suppose |d + as| > 2√s |c|. Every energy is then a real number x. If an eigenvector had zero norm, then |v₀|² = s|v₁|² with v₁ ≠ 0. Taking squared moduli in the two component equations would give

(s(a − x))² = sc²
(d + xs)² = sc².

The numbers s(a − x) and d + xs add up to d + as, so |d + as| ≤ 2√s |c|, a contradiction. Every eigenvector therefore has nonzero overlap norm, though the norm may be negative.

## The Lean file

```lean
import Mathlib

open Matrix

namespace UltrasoftGhostStates

noncomputable section

/-- A nonzero vector `v` solves the generalized eigenvalue equation `H v = e S v`. -/
def IsEigenpair {n : Type*} [Fintype n] (H S : Matrix n n ℂ) (e : ℂ) (v : n → ℂ) : Prop :=
  v ≠ 0 ∧ H *ᵥ v = e • (S *ᵥ v)

/-- The overlap norm `⟨v, S v⟩`. -/
def overlapNorm {n : Type*} [Fintype n] (S : Matrix n n ℂ) (v : n → ℂ) : ℂ :=
  star v ⬝ᵥ (S *ᵥ v)

/-- The two-level Hamiltonian with real levels `a`, `d` and real coupling `c`. -/
def hamiltonian (a c d : ℝ) : Matrix (Fin 2) (Fin 2) ℂ := !![(a : ℂ), c; c, d]

/-- The diagonal overlap matrix with entries `1` and `-s`. -/
def overlap (s : ℝ) : Matrix (Fin 2) (Fin 2) ℂ := !![1, 0; 0, -(s : ℂ)]

/-- For Hermitian `H` and `S`, eigenvectors with energies `e` and `f` are `S`-orthogonal
whenever `e` differs from the complex conjugate of `f`. -/
theorem overlap_orthogonal {n : Type*} [Fintype n] {H S : Matrix n n ℂ}
    (hH : H.IsHermitian) (hS : S.IsHermitian) {e f : ℂ} {v w : n → ℂ}
    (hv : IsEigenpair H S e v) (hw : IsEigenpair H S f w) (hef : e ≠ star f) :
    star w ⬝ᵥ (S *ᵥ v) = 0 := by
  -- a Hermitian matrix may act on either side of the inner product
  have move : ∀ A : Matrix n n ℂ, A.IsHermitian →
      star w ⬝ᵥ (A *ᵥ v) = star (A *ᵥ w) ⬝ᵥ v := by
    intro A hA
    rw [Matrix.star_mulVec, hA.eq, Matrix.dotProduct_mulVec]
  have h := move H hH
  rw [hv.2, hw.2, star_smul, dotProduct_smul, smul_dotProduct, ← move S hS,
    smul_eq_mul, smul_eq_mul] at h
  have h' : (e - star f) * (star w ⬝ᵥ (S *ᵥ v)) = 0 := by linear_combination h
  exact (mul_eq_zero.mp h').resolve_left (sub_ne_zero.mpr hef)

/-- The two-level Hamiltonian and overlap matrices are Hermitian. -/
theorem hermitian_pair (a c d s : ℝ) :
    (hamiltonian a c d).IsHermitian ∧ (overlap s).IsHermitian := by
  unfold Matrix.IsHermitian
  constructor
  · ext i j
    fin_cases i <;> fin_cases j <;> simp [hamiltonian]
  · ext i j
    fin_cases i <;> fin_cases j <;> simp [overlap]

/-- The two-level eigenvalue equation written in components. -/
theorem eigenpair_iff (a c d s : ℝ) (e : ℂ) (v : Fin 2 → ℂ) :
    IsEigenpair (hamiltonian a c d) (overlap s) e v ↔
      v ≠ 0 ∧ a * v 0 + c * v 1 = e * v 0 ∧ c * v 0 + d * v 1 = -(e * s * v 1) := by
  unfold IsEigenpair
  refine and_congr_right fun _ => ⟨fun h => ?_, fun ⟨h0, h1⟩ => ?_⟩
  · have h0 := congrFun h 0
    have h1 := congrFun h 1
    simp [hamiltonian, overlap, Matrix.mulVec, dotProduct, Fin.sum_univ_two] at h0 h1
    exact ⟨by linear_combination h0, by linear_combination h1⟩
  · ext i
    fin_cases i
    · simp [hamiltonian, overlap, Matrix.mulVec, dotProduct, Fin.sum_univ_two]
      linear_combination h0
    · simp [hamiltonian, overlap, Matrix.mulVec, dotProduct, Fin.sum_univ_two]
      linear_combination h1

/-- With `H = [[0,1],[1,0]]` and `S = diag(1,-1)`, both Hermitian, the vector `(1, i)` is an
eigenvector with energy `i`. -/
theorem overlap_orthogonal_witness :
    (hamiltonian 0 1 0).IsHermitian ∧ (overlap 1).IsHermitian ∧
      IsEigenpair (hamiltonian 0 1 0) (overlap 1) Complex.I ![1, Complex.I] := by
  refine ⟨(hermitian_pair 0 1 0 1).1, (hermitian_pair 0 1 0 1).2, ?_⟩
  rw [eigenpair_iff]
  refine ⟨fun h => ?_, by simp, by simp⟩
  simpa using congrFun h 0

/-- A number `e` is an energy of the two-level problem exactly when it solves the secular
equation `(a - e)(d + e s) = c²`. -/
theorem secular_equation (a c d s : ℝ) (e : ℂ) :
    (∃ v, IsEigenpair (hamiltonian a c d) (overlap s) e v) ↔
      ((a : ℂ) - e) * (d + e * s) = c * c := by
  constructor
  · rintro ⟨v, hv⟩
    obtain ⟨hne, h0, h1⟩ := (eigenpair_iff a c d s e v).mp hv
    by_contra hD
    have hD' := sub_ne_zero.mpr hD
    -- the secular determinant annihilates both components
    have z0 : (((a : ℂ) - e) * (d + e * s) - c * c) * v 0 = 0 := by
      linear_combination (d + e * s) * h0 - c * h1
    have z1 : (((a : ℂ) - e) * (d + e * s) - c * c) * v 1 = 0 := by
      linear_combination ((a : ℂ) - e) * h1 - c * h0
    apply hne
    ext i
    fin_cases i
    · exact (mul_eq_zero.mp z0).resolve_left hD'
    · exact (mul_eq_zero.mp z1).resolve_left hD'
  · intro h
    by_cases hc : (c : ℂ) = 0 ∧ e = a
    · refine ⟨![1, 0], (eigenpair_iff a c d s e _).mpr ⟨fun h' => ?_, ?_, ?_⟩⟩
      · simpa using congrFun h' 0
      · simp [hc.2]
      · simpa using hc.1
    · refine ⟨![(c : ℂ), e - a], (eigenpair_iff a c d s e _).mpr ⟨fun h' => hc ?_, ?_, ?_⟩⟩
      · have k0 : (c : ℂ) = 0 := congrFun h' 0
        have k1 : e - a = 0 := congrFun h' 1
        exact ⟨k0, sub_eq_zero.mp k1⟩
      · change (a : ℂ) * c + c * (e - a) = e * c
        ring
      · change (c : ℂ) * c + d * (e - a) = -(e * s * (e - a))
        linear_combination -h

/-- For `s > 0`, the real part and the squared imaginary part of any non-real energy. -/
theorem ghost_energy {a c d s : ℝ} (hs : 0 < s) {e : ℂ} {v : Fin 2 → ℂ}
    (hv : IsEigenpair (hamiltonian a c d) (overlap s) e v) (he : e.im ≠ 0) :
    e.re = (a * s - d) / (2 * s) ∧
      e.im ^ 2 = (4 * s * c ^ 2 - (d + a * s) ^ 2) / (2 * s) ^ 2 := by
  have h := (secular_equation a c d s e).mp ⟨v, hv⟩
  have hre := congrArg Complex.re h
  have him := congrArg Complex.im h
  simp only [Complex.mul_re, Complex.mul_im, Complex.sub_re, Complex.sub_im, Complex.add_re,
    Complex.add_im, Complex.ofReal_re, Complex.ofReal_im] at hre him
  have hx : 2 * s * e.re = a * s - d := by
    apply mul_left_cancel₀ he
    linear_combination -him
  constructor
  · rw [eq_div_iff (by positivity)]
    linear_combination hx
  · rw [eq_div_iff (by positivity)]
    linear_combination 4 * s * hre + (2 * s * e.re - (a * s - d)) * hx

/-- For `s > 0`, a non-real energy exists exactly when `|d + a s| < 2 √s |c|`. Every eigenvector
of a non-real energy has zero overlap norm, and no multiple of it has overlap norm one. -/
theorem ghost_state_criterion (a c d : ℝ) {s : ℝ} (hs : 0 < s) :
    ((∃ e v, IsEigenpair (hamiltonian a c d) (overlap s) e v ∧ e.im ≠ 0) ↔
      |d + a * s| < 2 * √s * |c|) ∧
    ∀ e v, IsEigenpair (hamiltonian a c d) (overlap s) e v → e.im ≠ 0 →
      overlapNorm (overlap s) v = 0 ∧ ∀ z : ℂ, overlapNorm (overlap s) (z • v) ≠ 1 := by
  have hsq : (2 * √s * |c|) ^ 2 = 4 * s * c ^ 2 := by
    rw [mul_pow, mul_pow, Real.sq_sqrt hs.le, sq_abs]
    ring
  refine ⟨?_, fun e v hv he => ?_⟩
  · rw [← sq_lt_sq₀ (abs_nonneg _) (by positivity), hsq, sq_abs]
    constructor
    · rintro ⟨e, v, hv, he⟩
      have h := (ghost_energy hs hv he).2
      rw [eq_div_iff (by positivity)] at h
      have hp : 0 < e.im ^ 2 * (2 * s) ^ 2 := by positivity
      linarith
    · intro h
      -- the two parts of the energy solve the quadratic secular equation
      obtain ⟨x, hx⟩ : ∃ x : ℝ, 2 * s * x = a * s - d :=
        ⟨(a * s - d) / (2 * s), by field_simp⟩
      have hr : 0 < √(4 * s * c ^ 2 - (d + a * s) ^ 2) := Real.sqrt_pos.mpr (by linarith)
      obtain ⟨y, hy⟩ : ∃ y : ℝ, 2 * s * y = √(4 * s * c ^ 2 - (d + a * s) ^ 2) :=
        ⟨√(4 * s * c ^ 2 - (d + a * s) ^ 2) / (2 * s), by field_simp⟩
      have hy2 : (2 * s * y) ^ 2 = 4 * s * c ^ 2 - (d + a * s) ^ 2 := by
        rw [hy, Real.sq_sqrt (by linarith)]
      have hy0 : y ≠ 0 := by
        rintro rfl
        rw [mul_zero] at hy
        linarith
      obtain ⟨v, hv⟩ := (secular_equation a c d s ⟨x, y⟩).mpr (by
        apply Complex.ext <;>
          simp only [Complex.mul_re, Complex.mul_im, Complex.sub_re, Complex.sub_im,
            Complex.add_re, Complex.add_im, Complex.ofReal_re, Complex.ofReal_im]
        · apply mul_left_cancel₀ (show 4 * s ≠ 0 by positivity)
          linear_combination hy2 - (2 * s * x - (a * s - d)) * hx
        · linear_combination -y * hx)
      exact ⟨⟨x, y⟩, v, hv, hy0⟩
  · have hn : overlapNorm (overlap s) v = 0 := by
      refine overlap_orthogonal (hermitian_pair a c d s).1 (hermitian_pair a c d s).2 hv hv ?_
      intro h
      have him : e.im = -e.im := congrArg Complex.im h
      exact he (by linarith)
    refine ⟨hn, fun z => ?_⟩
    unfold overlapNorm at hn ⊢
    rw [Matrix.mulVec_smul, star_smul, dotProduct_smul, smul_dotProduct, hn]
    simp

/-- For `s > 0` and `|d + a s| > 2 √s |c|`, every eigenvector has nonzero overlap norm. -/
theorem nonzero_norm_beyond_threshold {a c d s : ℝ} (hs : 0 < s)
    (h : 2 * √s * |c| < |d + a * s|) {e : ℂ} {v : Fin 2 → ℂ}
    (hv : IsEigenpair (hamiltonian a c d) (overlap s) e v) :
    overlapNorm (overlap s) v ≠ 0 := by
  intro hn
  have him : e.im = 0 := by
    by_contra he
    exact lt_asymm h ((ghost_state_criterion a c d hs).1.mp ⟨e, v, hv, he⟩)
  obtain ⟨x, rfl⟩ : ∃ x : ℝ, e = x := ⟨e.re, Complex.ext rfl (by simpa using him)⟩
  obtain ⟨hne, h0, h1⟩ := (eigenpair_iff a c d s x v).mp hv
  have hnorm : overlapNorm (overlap s) v =
      ((Complex.normSq (v 0) - s * Complex.normSq (v 1) : ℝ) : ℂ) := by
    simp [overlapNorm, overlap, Matrix.mulVec, dotProduct, Fin.sum_univ_two,
      Complex.normSq_eq_conj_mul_self]
    ring
  rw [hnorm, Complex.ofReal_eq_zero] at hn
  have hN : Complex.normSq (v 1) ≠ 0 := by
    intro hz
    rw [hz, mul_zero, sub_zero] at hn
    apply hne
    ext i
    fin_cases i
    · exact Complex.normSq_eq_zero.mp hn
    · exact Complex.normSq_eq_zero.mp hz
  -- compare the squared moduli in both component equations
  have k0 : ((a - x : ℝ) : ℂ) * v 0 = ((-c : ℝ) : ℂ) * v 1 := by
    push_cast
    linear_combination h0
  have k1 : ((d + x * s : ℝ) : ℂ) * v 1 = ((-c : ℝ) : ℂ) * v 0 := by
    push_cast
    linear_combination h1
  have m0 := congrArg Complex.normSq k0
  have m1 := congrArg Complex.normSq k1
  rw [Complex.normSq_mul, Complex.normSq_mul, Complex.normSq_ofReal,
    Complex.normSq_ofReal] at m0 m1
  have p0 : (s * (a - x)) ^ 2 = s * c ^ 2 := by
    apply mul_right_cancel₀ hN
    linear_combination s * m0 - s * (a - x) ^ 2 * hn
  have p1 : (d + x * s) ^ 2 = s * c ^ 2 := by
    apply mul_right_cancel₀ hN
    linear_combination m1 + c ^ 2 * hn
  have hsq := (sq_lt_sq₀ (by positivity) (abs_nonneg _)).mpr h
  rw [mul_pow, mul_pow, Real.sq_sqrt hs.le, sq_abs, sq_abs] at hsq
  nlinarith [sq_nonneg (s * (a - x) - (d + x * s))]

end

end UltrasoftGhostStates
```

```lean
#print axioms UltrasoftGhostStates.ghost_state_criterion
#print axioms UltrasoftGhostStates.nonzero_norm_beyond_threshold
```

```
'UltrasoftGhostStates.ghost_state_criterion' depends on axioms: [propext, Classical.choice, Quot.sound]
'UltrasoftGhostStates.nonzero_norm_beyond_threshold' depends on axioms: [propext, Classical.choice, Quot.sound]
```

## What the theorems say about the model

`IsEigenpair H S e v` contains both the equation and the condition `v ≠ 0`. `overlapNorm S v` is ⟨v, Sv⟩, with the conjugation supplied by `star v`. The parameters are real numbers, while the matrices, energies and vectors are complex. Lean's indices `0` and `1` are those used above.

The main theorem, `ghost_state_criterion`, has two parts. The first is the equivalence between the existence of an eigenpair with `e.im ≠ 0` and the inequality `|d + a * s| < 2 * √s * |c|`. The second says that every eigenvector with a non-real energy has overlap norm zero and that no multiple `z • v` has overlap norm one. `ghost_energy` gives the real part and the squared imaginary part of such an energy, and `nonzero_norm_beyond_threshold` treats the strict opposite inequality.

The orthogonality theorem `overlap_orthogonal` holds for Hermitian matrices of any finite size, with no condition on the sign of S. The threshold is proved for two levels with a real coupling and a diagonal overlap. A complex coupling c, with c\* in the opposite corner of H, would give the same threshold, because c² in the secular equation becomes |c|²; the file does not treat that case. The condition s > 0 is postulated and stands for one direction in which the overlap is negative; it is not derived from augmentation charges or projectors. In work on separable pseudopotentials, "ghost" often means a spurious level at a real energy. The theorem names use it for the non-real energies, and they give no test for spurious real levels.

For simulation practice, this finite, two-level model with fixed matrices shows that a complex energy can come from an indefinite overlap and not from rounding, so the sign of the overlap's eigenvalues is a sensible thing to inspect.

## Where the hypotheses matter

Three small examples, checked by direct substitution and not in the file, show what the conditions do.

- **Sign of s.** The condition s > 0 in the criterion can't be relaxed to s ≥ 0. For s = c = d = 0 the vector (0, 1) is annihilated by both H and S, so every complex e is an energy, yet the inequality reads 0 < 0.
- **Hermitian H.** For the 1 × 1 matrices H = (i) and S = (1), the vector 1 has energy i and overlap norm 1. The null-norm result therefore fails for general H, even with S Hermitian.
- **Strict inequality beyond the threshold.** For a = c = d = s = 1 both sides equal 2, and (1, −1) is an eigenvector with energy 0 and overlap norm 0.

## From the component equations to the Lean proof

In `overlap_orthogonal`, the local statement `move` transfers a Hermitian matrix from one side of the inner product to the other. Applying it to H and S yields the product (e − f\*)⟨w, Sv⟩ = 0, from which the nonzero first factor is removed. `hermitian_pair` supplies the Hermiticity of the two-level matrices by checking their entries, and `eigenpair_iff` translates the matrix equation into components. `overlap_orthogonal_witness` verifies your example: (1, i) has energy i, so the general theorem does apply to non-real energies.

`secular_equation` carries out the elimination. Its statements `z0` and `z1` say that the secular factor annihilates v₀ and v₁, and `linear_combination` specifies the multiples of the component equations. The converse uses the vectors (c, e − a) and (1, 0) as above.

In `ghost_energy`, `hre` and `him` are the real and imaginary parts of the secular equation. The step `mul_left_cancel₀ he` divides the latter by the nonzero imaginary part of e, which fixes x; substitution into the real part then gives y².

`ghost_state_criterion` first squares the inequality, both sides being nonnegative. One direction follows from the positivity of y². The other constructs x and y from 2sx = as − d and 2sy = √(4sc² − (d + as)²), checks the secular equation part by part with `Complex.ext`, and obtains the eigenvector from `secular_equation`. The null norm comes from `overlap_orthogonal` with the same eigenpair used twice.

Finally, `nonzero_norm_beyond_threshold` assumes a zero norm and uses the criterion to make the energy real. The squared moduli produce `p0` and `p1`, the two equations with right side sc². The closing `nlinarith` uses that the square of s(a − x) − (d + xs) is nonnegative, which bounds (d + as)² by 4sc² and contradicts the assumption.
